# Golden-rule delta lines as the zero-broadening limit of absorption from finitely many interband transitions

Set the broadening η to zero in a sum-over-transitions susceptibility and the absorption is lost. Away from the transition frequencies every term is real, and at a transition frequency with a nonzero matrix element the term has a pole. Lowering η at fixed light frequency w is no better: the absorptive part tends to zero off resonance and grows like 1/η on resonance. What survives is the area under each line, so the limit is taken here after integrating over w against a bounded continuous real function g, which may stand for a detector's response or a smooth frequency window.

## Transitions, susceptibilities and line shape

```lean
import Mathlib

open MeasureTheory Filter Topology

namespace InterbandAbsorption

noncomputable section
```

Transition j has a frequency ω_j > 0 and a complex velocity matrix element v_j, for one polarisation. In Lean these are `(T j).freq` and `(T j).vel`, and the positivity is part of the data. The index j runs over a finite type `ι`, which may be empty.

```lean
/-- An interband transition: a positive transition frequency and a complex velocity
matrix element. -/
structure Transition where
  freq : ℝ
  freq_pos : 0 < freq
  vel : ℂ
```

The strength of a transition is

S_j = |v_j|²/ω_j².

```lean
/-- The strength `|v|² / ω²` of a transition. -/
def Transition.strength (t : Transition) : ℝ := ‖t.vel‖ ^ 2 / t.freq ^ 2
```

The resonant susceptibility is

χ(w,η) = Σ_j |v_j|² / (ω_j² (ω_j − w − iη)).

The sign of iη makes absorption positive for η > 0. Charge, ħ, volume and the other prefactors of the dielectric function are left out, and all transitions share one η.

```lean
/-- The resonant susceptibility at light frequency `w` and broadening `η`. -/
def susceptibility {ι : Type*} [Fintype ι] (T : ι → Transition) (w η : ℝ) : ℂ :=
  ∑ j, (‖(T j).vel‖ : ℂ) ^ 2 /
    (((T j).freq : ℂ) ^ 2 * (((T j).freq : ℂ) - w - Complex.I * η))
```

The full susceptibility adds the antiresonant denominators:

χ_full(w,η) = Σ_j S_j [1/(ω_j − w − iη) + 1/(ω_j + w + iη)].

```lean
/-- The susceptibility with both resonant and antiresonant denominators. -/
def fullSusceptibility {ι : Type*} [Fintype ι] (T : ι → Transition) (w η : ℝ) : ℂ :=
  ∑ j, (‖(T j).vel‖ : ℂ) ^ 2 / ((T j).freq : ℂ) ^ 2 *
    ((((T j).freq : ℂ) - w - Complex.I * η)⁻¹ + (((T j).freq : ℂ) + w + Complex.I * η)⁻¹)
```

The line shape centred at a real frequency a is

L(η,a,w) = η/((a − w)² + η²).

For η > 0 its area is π.

```lean
/-- The Lorentzian line centred at `a` with half-width `η` at half maximum, its area not normalised
to one. -/
def lorentzian (η a w : ℝ) : ℝ := η / ((a - w) ^ 2 + η ^ 2)
```

In the parts below η is positive, and C is a constant with |g(w)| ≤ C for all w. These assumptions on g appear in Lean as `hg` (continuity) and `hC` (the bound). The filter `𝓝[>] 0` says that η approaches 0 through positive values.

## (a) One resonant denominator

Show that

Im [1/(a − w − iη)] = L(η,a,w).

**Solution.** Multiply numerator and denominator by the complex conjugate of the denominator:

1/(a − w − iη) = (a − w + iη)/((a − w)² + η²).

The imaginary part is η/((a − w)² + η²). The Lean proof computes the real and imaginary parts of the denominator, `hre` and `him`, and inserts them in the formula for the imaginary part of an inverse.

```lean
/-- The imaginary part of the inverse of a resonant denominator is a Lorentzian line. -/
theorem im_resonance (a w η : ℝ) :
    (((a : ℂ) - w - Complex.I * η)⁻¹).im = lorentzian η a w := by
  have hre : ((a : ℂ) - w - Complex.I * η).re = a - w := by simp
  have him : ((a : ℂ) - w - Complex.I * η).im = -η := by simp
  rw [Complex.inv_im, Complex.normSq_apply, hre, him, neg_neg]
  unfold lorentzian
  congr 1
  ring
```

## (b) The absorptive part of the resonant sum

Show that

Im χ(w,η) = Σ_j S_j L(η,ω_j,w).

**Solution.** Each term of χ factors as

|v_j|² / (ω_j² (ω_j − w − iη)) = S_j · 1/(ω_j − w − iη).

Since S_j is real, it comes out of the imaginary part, and (a) gives the rest. In Lean the factorisation is `h`.

```lean
/-- The absorptive part of the susceptibility is a sum of Lorentzian lines weighted by the
transition strengths. -/
theorem im_susceptibility {ι : Type*} [Fintype ι] (T : ι → Transition) (w η : ℝ) :
    (susceptibility T w η).im = ∑ j, (T j).strength * lorentzian η (T j).freq w := by
  unfold susceptibility
  rw [Complex.im_sum]
  refine Finset.sum_congr rfl fun j _ => ?_
  have h : (‖(T j).vel‖ : ℂ) ^ 2 /
      (((T j).freq : ℂ) ^ 2 * (((T j).freq : ℂ) - w - Complex.I * η)) =
      ((T j).strength : ℂ) * (((T j).freq : ℂ) - w - Complex.I * η)⁻¹ := by
    unfold Transition.strength
    push_cast
    rw [← div_eq_mul_inv, div_div]
  rw [h, Complex.im_ofReal_mul, im_resonance]
```

## (c) Integrability of one weighted line

Show that

∫ |g(w)| L(η,a,w) dw < ∞.

**Solution.** Write the line as a shifted and rescaled copy of 1/(1 + x²):

L(η,a,w) = (1/η) · 1/(1 + ((w − a)/η)²).

It is therefore integrable. It is also nonnegative, so |g(w)| L(η,a,w) ≤ C L(η,a,w), and comparison finishes the argument. In Lean, `hL` is the integrability of the line and `mono'` makes the comparison. Lean assigns the integral 0 to a non-integrable function, so this bound is what makes the later limits statements about genuine integrals.

```lean
/-- A bounded continuous function times a Lorentzian line of positive width is integrable. -/
theorem integrable_mul_lorentzian {g : ℝ → ℝ} {C : ℝ} (hg : Continuous g)
    (hC : ∀ w, |g w| ≤ C) {η : ℝ} (hη : 0 < η) (a : ℝ) :
    Integrable (fun w => g w * lorentzian η a w) := by
  have hL : Integrable (fun w => lorentzian η a w) := by
    have h := ((integrable_inv_one_add_sq.comp_mul_left' (inv_ne_zero hη.ne')).comp_sub_right
      a).const_mul η⁻¹
    refine h.congr (ae_of_all _ fun w => ?_)
    have h1 : (a - w) ^ 2 + η ^ 2 ≠ 0 := by positivity
    have h2 : 1 + (η⁻¹ * (w - a)) ^ 2 = ((a - w) ^ 2 + η ^ 2) / η ^ 2 := by
      field_simp
      ring
    change η⁻¹ * (1 + (η⁻¹ * (w - a)) ^ 2)⁻¹ = η / ((a - w) ^ 2 + η ^ 2)
    rw [h2, inv_div]
    field_simp
  have hcont : Continuous (fun w => lorentzian η a w) := by
    unfold lorentzian
    exact continuous_const.div (by fun_prop) (fun w => by positivity)
  refine (hL.const_mul C).mono' (hg.mul hcont).aestronglyMeasurable (ae_of_all _ fun w => ?_)
  have hpos : 0 ≤ lorentzian η a w := by
    unfold lorentzian
    positivity
  rw [Real.norm_eq_abs, abs_mul, abs_of_nonneg hpos]
  exact mul_le_mul_of_nonneg_right (hC w) hpos
```

## (d) The narrow limit of one line

Show that

lim_{η→0⁺} ∫ g(w) L(η,a,w) dw = π g(a).

**Solution.** Substitute w = a + ηx, dw = η dx. Then

L(η,a,a + ηx) = η/(η²x² + η²) = 1/(η(1 + x²)),

and the factors of η cancel:

∫ g(w) L(η,a,w) dw = ∫ g(a + ηx)/(1 + x²) dx.

For each x the integrand tends to g(a)/(1 + x²), because g is continuous. It is bounded in absolute value by C/(1 + x²), which is integrable and independent of η. Dominated convergence gives

g(a) ∫ dx/(1 + x²) = π g(a).

The Lean proof takes the limit first, in the scaled variable (`lim`), and then shows that the two integrals agree for every η > 0. There `h1` rescales the variable, `h2` translates it, and `h4` simplifies the denominator.

```lean
/-- As its width decreases to zero, a Lorentzian line acts on bounded continuous functions
as `π` times a delta function at its centre. -/
theorem tendsto_integral_lorentzian {g : ℝ → ℝ} {C : ℝ} (hg : Continuous g)
    (hC : ∀ w, |g w| ≤ C) (a : ℝ) :
    Tendsto (fun η => ∫ w, g w * lorentzian η a w) (𝓝[>] 0) (𝓝 (Real.pi * g a)) := by
  -- Dominated convergence in the scaled variable `x = (w - a) / η`.
  have lim : Tendsto (fun η : ℝ => ∫ x : ℝ, g (a + η * x) * (1 + x ^ 2)⁻¹) (𝓝[>] 0)
      (𝓝 (∫ x : ℝ, g a * (1 + x ^ 2)⁻¹)) := by
    refine tendsto_integral_filter_of_dominated_convergence
      (fun x : ℝ => C * (1 + x ^ 2)⁻¹) ?_ ?_ (integrable_inv_one_add_sq.const_mul C) ?_
    · refine Eventually.of_forall fun η => Continuous.aestronglyMeasurable ?_
      exact (hg.comp (by fun_prop)).mul
        (Continuous.inv₀ (by fun_prop) (fun x => by positivity))
    · refine Eventually.of_forall fun η => ae_of_all _ fun x => ?_
      have hx : (0 : ℝ) ≤ (1 + x ^ 2)⁻¹ := by positivity
      rw [Real.norm_eq_abs, abs_mul, abs_of_nonneg hx]
      exact mul_le_mul_of_nonneg_right (hC _) hx
    · refine ae_of_all _ fun x => ?_
      have hc : Continuous (fun η : ℝ => g (a + η * x) * (1 + x ^ 2)⁻¹) :=
        (hg.comp (by fun_prop)).mul continuous_const
      have h := hc.tendsto 0
      simp only [zero_mul, add_zero] at h
      exact h.mono_left nhdsWithin_le_nhds
  rw [integral_const_mul, integral_univ_inv_one_add_sq, mul_comm] at lim
  refine lim.congr' ?_
  filter_upwards [self_mem_nhdsWithin] with η hη'
  have hη : 0 < η := hη'
  -- The change of variables `w = a + η x`.
  have h1 := Measure.integral_comp_mul_left
    (fun y => g (a + y) * lorentzian η a (a + y)) η
  have h2 := integral_add_left_eq_self (μ := volume) (fun w => g w * lorentzian η a w) a
  rw [h2, abs_of_pos (inv_pos.mpr hη), smul_eq_mul] at h1
  have h3 : ∫ w, g w * lorentzian η a w =
      η * ∫ x, g (a + η * x) * lorentzian η a (a + η * x) := by
    rw [h1, ← mul_assoc, mul_inv_cancel₀ hη.ne', one_mul]
  rw [h3, ← integral_const_mul]
  refine integral_congr_ae (ae_of_all _ fun x => ?_)
  have hx : 1 + x ^ 2 ≠ 0 := by positivity
  have h4 : (a - (a + η * x)) ^ 2 + η ^ 2 = η ^ 2 * (1 + x ^ 2) := by ring
  simp only [lorentzian]
  rw [h4]
  field_simp
```

## (e) A finite sum of lines

For real weights c_j and real centres a_j, show that

lim_{η→0⁺} ∫ g(w) Σ_j c_j L(η,a_j,w) dw = π Σ_j c_j g(a_j).

**Solution.** By (c) every term is integrable, so the finite sum can be taken outside the integral:

∫ g(w) Σ_j c_j L(η,a_j,w) dw = Σ_j c_j ∫ g(w) L(η,a_j,w) dw.

By (d) the j-th term tends to c_j π g(a_j), and a finite sum of limits is the limit of the sum. In Lean, `h` is this sum of limits and `integral_finsetSum` makes the exchange. Neither the weights nor the centres need be positive, which (h) uses.

```lean
/-- Integrated against a bounded continuous function, a finite weighted sum of Lorentzian lines
tends to the corresponding weighted sum of delta functions, times `π`, as the common width decreases
to zero. -/
theorem tendsto_integral_lines {ι : Type*} [Fintype ι] (c a : ι → ℝ) {g : ℝ → ℝ} {C : ℝ}
    (hg : Continuous g) (hC : ∀ w, |g w| ≤ C) :
    Tendsto (fun η => ∫ w, g w * ∑ j, c j * lorentzian η (a j) w) (𝓝[>] 0)
      (𝓝 (Real.pi * ∑ j, c j * g (a j))) := by
  have h := tendsto_finsetSum Finset.univ
    (fun j _ => (tendsto_integral_lorentzian hg hC (a j)).const_mul (c j))
  have e : Real.pi * ∑ j, c j * g (a j) = ∑ j, c j * (Real.pi * g (a j)) := by
    rw [Finset.mul_sum]
    exact Finset.sum_congr rfl fun j _ => by ring
  rw [e]
  refine h.congr' ?_
  filter_upwards [self_mem_nhdsWithin] with η hη
  have hs : ∀ w, g w * ∑ j, c j * lorentzian η (a j) w =
      ∑ j, c j * (g w * lorentzian η (a j) w) := fun w => by
    rw [Finset.mul_sum]
    exact Finset.sum_congr rfl fun j _ => by ring
  simp only [hs]
  rw [MeasureTheory.integral_finsetSum _
    (fun j _ => (integrable_mul_lorentzian hg hC hη (a j)).const_mul (c j))]
  exact Finset.sum_congr rfl fun j _ => (integral_const_mul _ _).symm
```

## (f) The golden-rule limit

Show that

lim_{η→0⁺} ∫ g(w) Im χ(w,η) dw = π Σ_j |v_j|² g(ω_j)/ω_j².

**Solution.** Part (b) writes Im χ as a sum of lines. Apply (e) with c_j = S_j and a_j = ω_j. The Lean proof is the same two steps.

In delta notation this reads

Im χ(w,η) → π Σ_j S_j δ(w − ω_j),

where the arrow means convergence after integration against each bounded continuous g. For a fixed finite list of transitions with a common width, it connects a broadened ε₂ spectrum, up to its prefactor, with the golden-rule line strengths. The frequencies and matrix elements are inputs, and no limit towards a continuum of k-points is taken.

```lean
/-- Golden-rule form of interband absorption: as the broadening decreases to zero, the
absorptive part of the susceptibility, integrated against a bounded continuous `g`, tends to
`π ∑ |v_j|² g(ω_j) / ω_j²`. -/
theorem golden_rule_absorption {ι : Type*} [Fintype ι] (T : ι → Transition) {g : ℝ → ℝ}
    {C : ℝ} (hg : Continuous g) (hC : ∀ w, |g w| ≤ C) :
    Tendsto (fun η => ∫ w, g w * (susceptibility T w η).im) (𝓝[>] 0)
      (𝓝 (Real.pi * ∑ j, (T j).strength * g (T j).freq)) := by
  simp only [im_susceptibility]
  exact tendsto_integral_lines _ _ hg hC
```

## (g) Dipole matrix elements

Suppose that v_j = iω_j r_j with complex r_j. Show that

lim_{η→0⁺} ∫ g(w) Im χ(w,η) dw = π Σ_j |r_j|² g(ω_j).

**Solution.** Taking absolute values gives |v_j|² = ω_j² |r_j|². Since ω_j ≠ 0, the factor ω_j² cancels and S_j = |r_j|². Insert this in (f).

The relation expresses v = (i/ħ)[H, r] between energy eigenstates, with the matrix element taken from the lower state to the upper one. Lean receives it as the hypothesis `hr`; it is not derived from a Hamiltonian. The cancellation is `hs`.

```lean
/-- If the velocity and dipole matrix elements are related by `v_j = i ω_j r_j`, the
absorption limit is `π ∑ |r_j|² g(ω_j)`. -/
theorem golden_rule_dipole {ι : Type*} [Fintype ι] (T : ι → Transition) (r : ι → ℂ)
    (hr : ∀ j, (T j).vel = Complex.I * (T j).freq * r j) {g : ℝ → ℝ} {C : ℝ}
    (hg : Continuous g) (hC : ∀ w, |g w| ≤ C) :
    Tendsto (fun η => ∫ w, g w * (susceptibility T w η).im) (𝓝[>] 0)
      (𝓝 (Real.pi * ∑ j, ‖r j‖ ^ 2 * g (T j).freq)) := by
  have hs : ∀ j, (T j).strength = ‖r j‖ ^ 2 := fun j => by
    have hp := (T j).freq_pos
    unfold Transition.strength
    rw [hr j, norm_mul, norm_mul, Complex.norm_I, Complex.norm_real, Real.norm_eq_abs,
      abs_of_pos hp, one_mul, mul_pow, mul_div_cancel_left₀ _ (pow_ne_zero 2 hp.ne')]
  simpa only [hs] using golden_rule_absorption T hg hC
```

## (h) Antiresonant denominators

Show that

lim_{η→0⁺} ∫ g(w) Im χ_full(w,η) dw = π Σ_j S_j [g(ω_j) − g(−ω_j)].

**Solution.** The antiresonant denominator is minus a resonant one centred at −ω_j:

ω_j + w + iη = −((−ω_j) − w − iη).

By (a), its inverse has imaginary part −L(η,−ω_j,w). Hence

Im χ_full(w,η) = Σ_j S_j [L(η,ω_j,w) − L(η,−ω_j,w)].

Now apply (e) to twice as many lines: weights S_j at ω_j and weights −S_j at −ω_j. In Lean, `him` is the displayed formula, and `Sum.elim` joins the two families of lines into one.

```lean
/-- With the antiresonant denominators included, the limit acquires a line of opposite sign at the
negative of each transition frequency. -/
theorem golden_rule_full {ι : Type*} [Fintype ι] (T : ι → Transition) {g : ℝ → ℝ}
    {C : ℝ} (hg : Continuous g) (hC : ∀ w, |g w| ≤ C) :
    Tendsto (fun η => ∫ w, g w * (fullSusceptibility T w η).im) (𝓝[>] 0)
      (𝓝 (Real.pi * ∑ j, (T j).strength * (g (T j).freq - g (-(T j).freq)))) := by
  have him : ∀ w η, (fullSusceptibility T w η).im =
      ∑ j, (T j).strength * (lorentzian η (T j).freq w - lorentzian η (-(T j).freq) w) := by
    intro w η
    unfold fullSusceptibility
    rw [Complex.im_sum]
    refine Finset.sum_congr rfl fun j _ => ?_
    have h1 : (‖(T j).vel‖ : ℂ) ^ 2 / ((T j).freq : ℂ) ^ 2 = ((T j).strength : ℂ) := by
      unfold Transition.strength
      push_cast
      rfl
    -- The antiresonant denominator is minus a resonant one at the opposite frequency.
    have h2 : ((T j).freq : ℂ) + w + Complex.I * η =
        -(((-(T j).freq : ℝ) : ℂ) - w - Complex.I * η) := by
      push_cast
      ring
    rw [h1, h2, inv_neg, Complex.im_ofReal_mul, Complex.add_im, Complex.neg_im,
      im_resonance, im_resonance, sub_eq_add_neg]
  have h := tendsto_integral_lines
    (Sum.elim (fun j => (T j).strength) (fun j => -(T j).strength))
    (Sum.elim (fun j => (T j).freq) (fun j => -(T j).freq)) hg hC
  simp only [Fintype.sum_sum_type, Sum.elim_inl, Sum.elim_inr, neg_mul,
    Finset.sum_neg_distrib, ← sub_eq_add_neg] at h
  simpa only [him, mul_sub, Finset.sum_sub_distrib] using h
```

## (i) Windows that vanish at negative frequencies

Suppose in addition that g(w) = 0 for all w < 0. Show that

lim_{η→0⁺} ∫ g(w) Im χ_full(w,η) dw = π Σ_j S_j g(ω_j).

**Solution.** Since ω_j > 0, the point −ω_j is negative and g(−ω_j) = 0. The second term in (h) drops out, which leaves the limit found for the resonant part alone. At finite η the two integrals can still differ, because the antiresonant lines have tails at positive w. In Lean the condition on g is `hneg`, and `h0` applies it at −ω_j.

```lean
/-- For test functions that vanish at negative frequencies, the full susceptibility has the
absorption limit `π ∑ |v_j|² g(ω_j) / ω_j²`. -/
theorem golden_rule_full_positive {ι : Type*} [Fintype ι] (T : ι → Transition) {g : ℝ → ℝ}
    {C : ℝ} (hg : Continuous g) (hC : ∀ w, |g w| ≤ C) (hneg : ∀ w < 0, g w = 0) :
    Tendsto (fun η => ∫ w, g w * (fullSusceptibility T w η).im) (𝓝[>] 0)
      (𝓝 (Real.pi * ∑ j, (T j).strength * g (T j).freq)) := by
  have h0 : ∀ j, g (-(T j).freq) = 0 := fun j => hneg _ (neg_lt_zero.mpr (T j).freq_pos)
  simpa only [h0, sub_zero] using golden_rule_full T hg hC

end

end InterbandAbsorption
```

```lean
#print axioms InterbandAbsorption.golden_rule_absorption
#print axioms InterbandAbsorption.golden_rule_dipole
#print axioms InterbandAbsorption.golden_rule_full_positive
```

```
'InterbandAbsorption.golden_rule_absorption' depends on axioms: [propext, Classical.choice, Quot.sound]
'InterbandAbsorption.golden_rule_dipole' depends on axioms: [propext, Classical.choice, Quot.sound]
'InterbandAbsorption.golden_rule_full_positive' depends on axioms: [propext, Classical.choice, Quot.sound]
```
